# Stoner enhancement by linear feedback: in a positive field the moment converges for 0 ≤ Iχ < 1 and diverges for Iχ ≥ 1

A weak magnetic field polarises the conduction electrons of a paramagnetic metal. Through exchange, the resulting moment acts on the electrons like an additional field, which induces more moment, and so on. Does this feedback settle at an enhanced moment, or does it run away?

Let $h>0$ be the applied field and $\chi>0$ the bare susceptibility, the response without exchange feedback. The Stoner parameter $I\ge 0$ measures the exchange field per unit moment. Units are chosen so that $h$ and $Im$ add directly, and $x=I\chi$ is the dimensionless feedback factor. Textbooks often write the threshold with the density of states at the Fermi level in place of $\chi$.

The model takes $\chi$ and $I$ as given constants. The step to a real metal is the assumption that the response stays linear as the moment grows; in reality it saturates. Divergence here therefore marks the failure of the linear paramagnetic response, and gives no value for a ferromagnetic moment.

## The feedback loop

```lean
import Mathlib

open Filter Topology

namespace StonerFeedback

noncomputable section

/-- The moment induced by the applied field `h` together with the exchange field `I * m`,
for bare susceptibility `χ`. -/
def response (χ I h m : ℝ) : ℝ := χ * (h + I * m)
```

This defines $\chi(h+Im)$, the moment induced by the total field. Lean writes function arguments without brackets, so `response χ I h m` is a function of four real numbers.

```lean
/-- The moment after `k` rounds of exchange feedback, starting from the unpolarised state. -/
def moment (χ I h : ℝ) : ℕ → ℝ
  | 0 => 0
  | k + 1 => response χ I h (moment χ I h k)
```

The two cases say $m_0=0$ and $m_{k+1}=\chi(h+Im_k)$. The index $k$ counts rounds of feedback, not physical time.

```lean
/-- The moment after `k` rounds of linear mixing: each round keeps the fraction `1 - a` of the
old moment and adds the fraction `a` of the newly induced one. -/
def mixedMoment (a χ I h : ℝ) : ℕ → ℝ
  | 0 => 0
  | k + 1 => (1 - a) * mixedMoment a χ I h k + a * response χ I h (mixedMoment a χ I h k)
```

Here only a fraction $a$ of the new moment is accepted in each round:
$$\tilde m_0=0,\qquad \tilde m_{k+1}=(1-a)\tilde m_k+a\chi(h+I\tilde m_k).$$

## Repeated feedback is a geometric series

```lean
/-- After `k` rounds the moment is the bare response `χ * h` times the first `k` terms of the
geometric series in `I * χ`. -/
theorem moment_eq_sum (χ I h : ℝ) (k : ℕ) :
    moment χ I h k = χ * h * ∑ j ∈ Finset.range k, (I * χ) ^ j := by
  induction k with
  | zero => simp [moment]
  | succ k ih =>
    have step : moment χ I h (k + 1) = χ * (h + I * moment χ I h k) := rfl
    rw [step, ih, geom_sum_succ]
    ring
```

The theorem says $m_k=\chi h\sum_{j=0}^{k-1}x^j$, an empty sum for $k=0$. If it holds for $k$, then
$$m_{k+1}=\chi h+x m_k=\chi h\Big(1+x\sum_{j=0}^{k-1}x^j\Big)=\chi h\sum_{j=0}^{k}x^j.$$
In Lean, `induction` sets up these two cases, `geom_sum_succ` splits off the leading 1, and `ring` does the algebra.

## The stationary moment

```lean
/-- If `I * χ ≠ 1`, a moment reproduces itself under the feedback exactly when it equals
`χ * h / (1 - I * χ)`. -/
theorem stationary_iff {χ I : ℝ} (hI : I * χ ≠ 1) (h m : ℝ) :
    response χ I h m = m ↔ m = χ * h / (1 - I * χ) := by
  have hne : 1 - I * χ ≠ 0 := sub_ne_zero.mpr (Ne.symm hI)
  rw [eq_div_iff hne]
  unfold response
  constructor <;> intro e <;> linear_combination -e
```

A stationary moment satisfies $m=\chi h+xm$, that is, $(1-x)m=\chi h$. For $x\ne1$ we may divide, and the only solution is
$$m_*=\frac{\chi h}{1-x}.$$
The tactic `linear_combination` checks that the two equations differ only by rearrangement.

```lean
/-- For positive `χ` and `h` and `I * χ > 1`, a stationary moment points against the field. -/
theorem stationary_neg {χ I h m : ℝ} (hχ : 0 < χ) (hh : 0 < h) (hI : 1 < I * χ)
    (hm : response χ I h m = m) : m < 0 := by
  rw [(stationary_iff hI.ne' h m).mp hm]
  exact div_neg_of_pos_of_neg (mul_pos hχ hh) (by linarith)
```

For $x>1$ the numerator of $m_*$ is positive and the denominator negative, so the stationary moment points against the field.

```lean
/-- If `I * χ ≠ 1`, the signed difference between the stationary moment and the moment after `k`
rounds is its initial value times `(I * χ) ^ k`. -/
theorem moment_error {χ I : ℝ} (hI : I * χ ≠ 1) (h : ℝ) (k : ℕ) :
    χ * h / (1 - I * χ) - moment χ I h k = (I * χ) ^ k * (χ * h / (1 - I * χ)) := by
  have hne : 1 - I * χ ≠ 0 := sub_ne_zero.mpr (Ne.symm hI)
  have hs : χ * h / (1 - I * χ) * (1 - I * χ) = χ * h := div_mul_cancel₀ _ hne
  generalize χ * h / (1 - I * χ) = s at hs ⊢
  induction k with
  | zero => simp [moment]
  | succ k ih =>
    have step : moment χ I h (k + 1) = χ * (h + I * moment χ I h k) := rfl
    rw [step]
    linear_combination hs + I * χ * ih
```

Subtracting $m_{k+1}=\chi h+xm_k$ from $m_*=\chi h+xm_*$ gives
$$m_*-m_{k+1}=x(m_*-m_k).$$
Since $m_0=0$, the initial difference is $m_*$, and after $k$ rounds it is $x^k m_*$. The proof uses `generalize` to replace the fraction by a letter `s`, keeping only the equation $s(1-x)=\chi h$.

## Growth at and above the threshold

```lean
/-- For positive `χ` and `h` and `I * χ ≥ 1`, the moment after `k` rounds is at least `k` times
the bare response `χ * h`. -/
theorem moment_lower_bound {χ I h : ℝ} (hχ : 0 < χ) (hh : 0 < h) (hI : 1 ≤ I * χ) (k : ℕ) :
    (k : ℝ) * (χ * h) ≤ moment χ I h k := by
  induction k with
  | zero => simp [moment]
  | succ k ih =>
    have step : moment χ I h (k + 1) = χ * (h + I * moment χ I h k) := rfl
    have hm : 0 ≤ moment χ I h k :=
      le_trans (mul_nonneg (Nat.cast_nonneg k) (mul_pos hχ hh).le) ih
    rw [step]
    push_cast
    -- the exchange field returns at least the moment that produced it
    nlinarith [mul_nonneg (sub_nonneg.2 hI) hm]
```

The claim is $m_k\ge k\chi h$ when $x\ge1$. It holds at $k=0$. If it holds for $k$, then $m_k\ge0$, so $xm_k\ge m_k$ and
$$m_{k+1}=\chi h+xm_k\ge\chi h+m_k\ge(k+1)\chi h.$$
The inequality $(x-1)m_k\ge0$ is the product handed to `nlinarith`.

```lean
/-- Stoner criterion for the feedback loop: for positive `χ` and `h` and `I ≥ 0`, the moment
converges to `χ * h / (1 - I * χ)` if `I * χ < 1` and grows without bound if `I * χ ≥ 1`. -/
theorem stoner_feedback {χ I h : ℝ} (hχ : 0 < χ) (hh : 0 < h) (hI : 0 ≤ I) :
    (I * χ < 1 → Tendsto (moment χ I h) atTop (𝓝 (χ * h / (1 - I * χ)))) ∧
    (1 ≤ I * χ → Tendsto (moment χ I h) atTop atTop) := by
  constructor
  · intro hlt
    -- the error is a decaying geometric sequence
    have h0 := tendsto_pow_atTop_nhds_zero_of_lt_one (mul_nonneg hI hχ.le) hlt
    have h1 := (h0.mul_const (χ * h / (1 - I * χ))).const_sub (χ * h / (1 - I * χ))
    rw [zero_mul, sub_zero] at h1
    refine h1.congr fun k => ?_
    have e := moment_error hlt.ne h k
    linarith
  · intro hge
    -- the moment is bounded below by a linearly growing sequence
    exact tendsto_atTop_mono (moment_lower_bound hχ hh hge)
      (tendsto_natCast_atTop_atTop.atTop_mul_const (mul_pos hχ hh))
```

`Tendsto … atTop (𝓝 s)` means convergence to $s$ as $k\to\infty$; a final `atTop` instead means divergence to $+\infty$. For $0\le x<1$, $x^k\to0$, so $m_k=m_*-x^km_*\to m_*$. For $x\ge1$, $m_k$ is at least $k\chi h$, which tends to infinity.

## Mixing keeps the threshold and the limit

```lean
/-- For nonzero `a` and `χ`, linear mixing is the plain feedback loop with susceptibility
`a * χ` and exchange parameter `I + (1 - a) / (a * χ)`. -/
theorem mixedMoment_eq_moment {a χ : ℝ} (ha : a ≠ 0) (hχ : χ ≠ 0) (I h : ℝ) (k : ℕ) :
    mixedMoment a χ I h k = moment (a * χ) (I + (1 - a) / (a * χ)) h k := by
  have hc : (1 - a) / (a * χ) * (a * χ) = 1 - a := div_mul_cancel₀ _ (mul_ne_zero ha hχ)
  generalize (1 - a) / (a * χ) = c at hc ⊢
  induction k with
  | zero => rfl
  | succ k ih =>
    have step : mixedMoment a χ I h (k + 1) =
        (1 - a) * mixedMoment a χ I h k + a * (χ * (h + I * mixedMoment a χ I h k)) := rfl
    have step' : moment (a * χ) (I + c) h (k + 1) =
        a * χ * (h + (I + c) * moment (a * χ) (I + c) h k) := rfl
    rw [step, step', ih]
    linear_combination (-moment (a * χ) (I + c) h k) * hc
```

Collecting terms for $a,\chi\ne0$ gives
$$(1-a)m+a\chi(h+Im)=a\chi\left[h+\left(I+\frac{1-a}{a\chi}\right)m\right].$$
This is the plain loop with changed parameters. Both start from zero, so induction makes them agree in every round.

```lean
/-- For positive `χ` and `h`, `I ≥ 0` and mixing fraction `0 < a ≤ 1`, the mixed iteration
converges to `χ * h / (1 - I * χ)` if `I * χ < 1` and grows without bound if `I * χ ≥ 1`. -/
theorem stoner_feedback_mixed {a χ I h : ℝ} (ha : 0 < a) (ha1 : a ≤ 1)
    (hχ : 0 < χ) (hh : 0 < h) (hI : 0 ≤ I) :
    (I * χ < 1 → Tendsto (mixedMoment a χ I h) atTop (𝓝 (χ * h / (1 - I * χ)))) ∧
    (1 ≤ I * χ → Tendsto (mixedMoment a χ I h) atTop atTop) := by
  have hpos : 0 < a * χ := mul_pos ha hχ
  have hc : (1 - a) / (a * χ) * (a * χ) = 1 - a := div_mul_cancel₀ _ hpos.ne'
  -- the feedback factor of the equivalent plain loop
  have key : (I + (1 - a) / (a * χ)) * (a * χ) = 1 - a * (1 - I * χ) := by
    rw [add_mul, hc]
    ring
  have e : mixedMoment a χ I h = moment (a * χ) (I + (1 - a) / (a * χ)) h :=
    funext fun k => mixedMoment_eq_moment ha.ne' hχ.ne' I h k
  have main := stoner_feedback hpos hh
    (add_nonneg hI (div_nonneg (sub_nonneg.2 ha1) hpos.le))
  rw [key] at main
  rw [e]
  constructor
  · intro hlt
    have lim : a * χ * h / (1 - (1 - a * (1 - I * χ))) = χ * h / (1 - I * χ) := by
      rw [sub_sub_cancel, mul_assoc, mul_div_mul_left _ _ ha.ne']
    rw [← lim]
    exact main.1 (by linarith [mul_pos ha (sub_pos.2 hlt)])
  · intro hge
    exact main.2 (by nlinarith [mul_nonneg ha.le (sub_nonneg.2 hge)])

end

end StonerFeedback
```

The new feedback factor is $x'=aI\chi+1-a=1-a(1-x)$, so for $a>0$ it is below 1 exactly when $x$ is. The condition $a\le1$ keeps the new exchange parameter non-negative, and the previous theorem applies. Its limit is
$$\frac{a\chi h}{1-x'}=\frac{a\chi h}{a(1-x)}=\frac{\chi h}{1-x}.$$

Spin-polarised self-consistent calculations commonly iterate a whole spin density or potential, often with more elaborate mixing schemes than the linear one used here. The present loop is a simplified model of such a cycle, with a linear response and a single moment as the only variable. In this model, $x=0.9$ means a tenfold enhancement, and the remaining error shrinks by a factor 0.9 per round without mixing, or 0.97 with $a=0.3$.

```lean
#print axioms StonerFeedback.moment_eq_sum
#print axioms StonerFeedback.stationary_neg
#print axioms StonerFeedback.stoner_feedback
#print axioms StonerFeedback.stoner_feedback_mixed
```

```
'StonerFeedback.moment_eq_sum' depends on axioms: [propext, Classical.choice, Quot.sound]
'StonerFeedback.stationary_neg' depends on axioms: [propext, Classical.choice, Quot.sound]
'StonerFeedback.stoner_feedback' depends on axioms: [propext, Classical.choice, Quot.sound]
'StonerFeedback.stoner_feedback_mixed' depends on axioms: [propext, Classical.choice, Quot.sound]
```
